# Two sectors for $\int (x+y)^{-2+e}$ on the unit square: the pole $1/e$ and the finite part $1-\ln 2$ as $e\to0^+$

Take $1/(x+y)^2$ on the unit square, where $x$ and $y$ stand for two Feynman parameters of a loop diagram. The function is finite when one parameter vanishes alone and diverges when both vanish together. In the half of the square where $y<x$, the $y$ integral is elementary:

$$\int_0^x \frac{dy}{(x+y)^2}=\frac1x-\frac1{2x}=\frac1{2x}.$$

The divergence now sits in the single variable $x$, as $\int_0^1 dx/(2x)$. Changing the exponent to $-2+e$ with $e>0$ replaces $1/x$ by $x^{e-1}$, whose integral from $0$ to $1$ is $1/e$, and replaces the factor $1/2$ by a finite number that depends on $e$. The other half contributes the same amount.

This separation of a pole from a finite integral is used in the numerical evaluation of multiloop corrections; here it is proved for one two-parameter integrand. The reduction of an actual diagram to this integrand is not part of the proof. The letter $e$ is the regulator, often written $\epsilon$, and not the electron charge.

## The square, its sectors and the integral

```lean
import Mathlib

open MeasureTheory Set Filter Topology

namespace SectorDecomposition

noncomputable section
```

All names below belong to the namespace `SectorDecomposition`.

```lean
/-- The unit square `0 < x ≤ 1`, `0 < y ≤ 1` of Feynman parameters. -/
def unitSquare : Set (ℝ × ℝ) := Ioc 0 1 ×ˢ Ioc 0 1
```

A point `p` of `ℝ × ℝ` has coordinates `p.1` $=x$ and `p.2` $=y$. `Ioc 0 1` is the interval $0<x\le1$, so the edges on the axes are left out; they have zero area.

```lean
/-- The sector `x > y` of the unit square. -/
def lowerSector : Set (ℝ × ℝ) := {p | 0 < p.2 ∧ p.2 < p.1 ∧ p.1 ≤ 1}
```

This is the triangle $0<y<x\le1$, below the diagonal.

```lean
/-- The sector `y > x` of the unit square. -/
def upperSector : Set (ℝ × ℝ) := {p | 0 < p.1 ∧ p.1 < p.2 ∧ p.2 ≤ 1}
```

This is the triangle $0<x<y\le1$. Neither sector contains the diagonal.

```lean
/-- The regulated integral `I(e)` of `(x + y)^(-2 + e)` over the unit square. -/
def I (e : ℝ) : ℝ := ∫ p in unitSquare, (p.1 + p.2) ^ (-2 + e)
```

In ordinary notation,

$$I(e)=\int_0^1\!\!\int_0^1 (x+y)^{-2+e}\,dx\,dy .$$

It is a Lebesgue integral, the regulator is a real number, and `I` is not the imaginary unit.

```lean
/-- The sector `x > y` is a measurable set. -/
theorem measurableSet_lowerSector : MeasurableSet lowerSector :=
  (measurableSet_lt measurable_const measurable_snd).inter
    ((measurableSet_lt measurable_snd measurable_fst).inter
      (measurableSet_le measurable_fst measurable_const))
```

The sector is cut out by inequalities between measurable functions, so it is measurable. The integral over the sector therefore equals the integral over the whole plane of the integrand extended by zero.

## Scaling out the larger parameter

```lean
/-- At fixed `x > 0`, the integral over `0 < y < x` is `x^(e - 1)` times an integral over
`0 ≤ t ≤ 1` that does not depend on `x`. -/
theorem inner_integral {e x : ℝ} (hx : 0 < x) :
    ∫ y in Ioo 0 x, (x + y) ^ (-2 + e) =
      x ^ (e - 1) * ∫ t in (0:ℝ)..1, (1 + t) ^ (-2 + e) := by
  rw [← integral_Ioc_eq_integral_Ioo, ← intervalIntegral.integral_of_le hx.le]
  -- substitute y = x t
  have h := intervalIntegral.smul_integral_comp_mul_left (a := 0) (b := 1)
    (fun y : ℝ => (x + y) ^ (-2 + e)) x
  simp only [mul_zero, mul_one, smul_eq_mul] at h
  have h2 : ∫ t in (0:ℝ)..1, (x + x * t) ^ (-2 + e) =
      x ^ (-2 + e) * ∫ t in (0:ℝ)..1, (1 + t) ^ (-2 + e) := by
    rw [← intervalIntegral.integral_const_mul]
    apply intervalIntegral.integral_congr
    intro t ht
    rw [uIcc_of_le zero_le_one] at ht
    change (x + x * t) ^ (-2 + e) = x ^ (-2 + e) * (1 + t) ^ (-2 + e)
    rw [← Real.mul_rpow hx.le (add_nonneg zero_le_one ht.1), mul_add, mul_one]
  have h3 : x ^ (e - 1) = x * x ^ (-2 + e) := by
    rw [show e - 1 = 1 + (-2 + e) by ring, Real.rpow_add hx 1 (-2 + e), Real.rpow_one]
  rw [← h, h2, h3, mul_assoc]
```

For fixed $x>0$, put $y=xt$, so that $dy=x\,dt$ and $x+y=x(1+t)$. Then

$$\int_0^x (x+y)^{-2+e}dy = x\cdot x^{-2+e}\int_0^1(1+t)^{-2+e}dt = x^{e-1}J(e),$$

where $J(e)=\int_0^1(1+t)^{-2+e}dt$. In the proof, `h` is the substitution with its Jacobian $x$, `h2` takes the power of $x$ out of the integral, and `h3` combines the powers. No sign of $e$ is assumed.

```lean
/-- For `e > 0` the integrand is integrable over the sector `x > y`, and its integral there is
`1/e` times the integral of `(1 + t)^(-2 + e)` over `0 ≤ t ≤ 1`. -/
theorem lower_sector {e : ℝ} (he : 0 < e) :
    IntegrableOn (fun p : ℝ × ℝ => (p.1 + p.2) ^ (-2 + e)) lowerSector ∧
      ∫ p in lowerSector, (p.1 + p.2) ^ (-2 + e) =
        1 / e * ∫ t in (0:ℝ)..1, (1 + t) ^ (-2 + e) := by
  set G : ℝ × ℝ → ℝ := lowerSector.indicator (fun p => (p.1 + p.2) ^ (-2 + e)) with hGdef
  -- slices of the sector at fixed x
  have hin : ∀ x ∈ Ioc (0:ℝ) 1, ∀ y,
      G (x, y) = (Ioo 0 x).indicator (fun y => (x + y) ^ (-2 + e)) y := by
    intro x hx y
    by_cases hy : y ∈ Ioo 0 x
    · rw [indicator_of_mem hy, hGdef,
        indicator_of_mem (show (x, y) ∈ lowerSector from ⟨hy.1, hy.2, hx.2⟩)]
    · rw [indicator_of_notMem hy, hGdef,
        indicator_of_notMem (show (x, y) ∉ lowerSector from fun h => hy ⟨h.1, h.2.1⟩)]
  have hout : ∀ x ∉ Ioc (0:ℝ) 1, ∀ y, G (x, y) = 0 := fun x hx y =>
    indicator_of_notMem (fun h => hx ⟨h.1.trans h.2.1, h.2.2⟩) _
  have h : (fun x => ∫ y, G (x, y)) = (Ioc (0:ℝ) 1).indicator
      (fun x => x ^ (e - 1) * ∫ t in (0:ℝ)..1, (1 + t) ^ (-2 + e)) := by
    funext x
    by_cases hx : x ∈ Ioc (0:ℝ) 1
    · simp only [hin x hx]
      rw [integral_indicator measurableSet_Ioo, indicator_of_mem hx]
      exact inner_integral hx.1
    · rw [indicator_of_notMem hx]
      simp only [hout x hx, integral_zero]
  have hnorm : ∀ p, ‖G p‖ = G p := fun p => Real.norm_of_nonneg
    (indicator_nonneg (fun q hq =>
      Real.rpow_nonneg (add_nonneg (hq.1.trans hq.2.1).le hq.1.le) _) p)
  have hrad : IntervalIntegrable (fun x : ℝ => x ^ (e - 1)) volume 0 1 :=
    intervalIntegral.intervalIntegrable_rpow' (by linarith)
  have hG : Integrable G (volume.prod volume) := by
    have hf : Measurable (fun p : ℝ × ℝ => (p.1 + p.2) ^ (-2 + e)) :=
      (measurable_fst.add measurable_snd).pow_const _
    have hm : AEStronglyMeasurable G (volume.prod volume) :=
      (hf.indicator measurableSet_lowerSector).aestronglyMeasurable
    rw [integrable_prod_iff hm]
    refine ⟨Eventually.of_forall fun x => ?_, ?_⟩
    · by_cases hx : x ∈ Ioc (0:ℝ) 1
      · have hc : ContinuousOn (fun y : ℝ => (x + y) ^ (-2 + e)) (Icc 0 x) :=
          (continuousOn_const.add continuousOn_id).rpow_const
            (fun y hy => Or.inl (add_pos_of_pos_of_nonneg hx.1 hy.1).ne')
        simp only [hin x hx]
        exact (integrable_indicator_iff measurableSet_Ioo).2
          (hc.integrableOn_Icc.mono_set Ioo_subset_Icc_self)
      · simp only [hout x hx]
        exact integrable_zero _ _ _
    · simp only [hnorm]
      rw [h]
      exact (integrable_indicator_iff measurableSet_Ioc).2 (Integrable.mul_const hrad.1 _)
  refine ⟨(integrable_indicator_iff measurableSet_lowerSector).1 hG, ?_⟩
  -- the radial integral produces the pole 1/e
  rw [← integral_indicator measurableSet_lowerSector, Measure.volume_eq_prod,
    integral_prod _ hG, h, integral_indicator measurableSet_Ioc,
    ← intervalIntegral.integral_of_le zero_le_one, intervalIntegral.integral_mul_const,
    integral_rpow (Or.inl (by linarith)), sub_add_cancel, Real.one_rpow,
    Real.zero_rpow he.ne', sub_zero]
```

The theorem makes two statements for $e>0$, joined by `∧`: the integrand is integrable over the sector, and

$$\int_{y<x}(x+y)^{-2+e}\,dx\,dy=J(e)\int_0^1x^{e-1}dx=\frac{J(e)}{e}.$$

The function `G` is the integrand inside the sector and zero outside. `hin` and `hout` describe it at fixed $x$, and `h` inserts the inner integral just found. Integrability comes from `integrable_prod_iff`, which asks for two things: the slice at almost every fixed $x$ is integrable (here every slice is), and the integral of $|G|$ over $y$ is integrable in $x$. Since $G\ge0$ (`hnorm`), the second requirement concerns $x^{e-1}J(e)$, and `hrad` supplies it because $e-1>-1$. Fubini's theorem, `integral_prod`, then permits the iterated integral, and `integral_rpow` evaluates the radial part as $1/e$.

Weakening $e>0$ to $e\ge0$ would make the integrability statement false: at $e=0$ the radial integral is the divergent $\int_0^1dx/(2x)$. The equation alone would not reveal this, since Lean gives both a non-integrable integral and a division by zero the value $0$.

## Putting the square together

```lean
/-- The unit square is the union of its two sectors up to a set of measure zero. -/
theorem square_ae_eq_sectors :
    unitSquare =ᵐ[volume] (lowerSector ∪ upperSector : Set (ℝ × ℝ)) := by
  have hdiag : (volume : Measure (ℝ × ℝ)) {p | p.1 = p.2} = 0 := by
    rw [Measure.volume_eq_prod,
      Measure.measure_prod_null (measurableSet_eq_fun measurable_fst measurable_snd)]
    refine Eventually.of_forall fun x => ?_
    change volume (Prod.mk x ⁻¹' {p : ℝ × ℝ | p.1 = p.2}) = 0
    have h : Prod.mk x ⁻¹' {p : ℝ × ℝ | p.1 = p.2} = {x} := by
      ext y
      exact ⟨fun h => (show x = y from h).symm, fun h => (show y = x from h).symm⟩
    rw [h, Real.volume_singleton]
  have hne : ∀ᵐ p : ℝ × ℝ, p.1 ≠ p.2 := by
    rw [ae_iff]
    simpa only [ne_eq, not_not] using hdiag
  refine eventuallyEq_set.2 ?_
  filter_upwards [hne] with p hp
  constructor
  · rintro ⟨hx, hy⟩
    rcases lt_or_gt_of_ne hp with h | h
    · exact Or.inr ⟨hx.1, h, hy.2⟩
    · exact Or.inl ⟨hy.1, h, hx.2⟩
  · rintro (h | h)
    · exact ⟨⟨h.1.trans h.2.1, h.2.2⟩, ⟨h.1, h.2.1.le.trans h.2.2⟩⟩
    · exact ⟨⟨h.1, h.2.1.le.trans h.2.2⟩, ⟨h.1.trans h.2.1, h.2.2⟩⟩
```

The symbol `=ᵐ[volume]` means equality up to a set of zero area. The square and the union of the sectors differ only by the diagonal. At each fixed $x$ the diagonal contains the single point $y=x$, which has zero length, so its area is zero (`hdiag`). Away from it, either $x<y$ or $y<x$, and the remaining lines match the inequalities.

```lean
/-- Sector decomposition: for `e > 0` the function `(x + y)^(-2 + e)` is integrable on the unit
square, and `I(e)` is `2/e` times the integral of `(1 + t)^(-2 + e)` over `0 ≤ t ≤ 1`. -/
theorem I_eq_sector_form {e : ℝ} (he : 0 < e) :
    IntegrableOn (fun p : ℝ × ℝ => (p.1 + p.2) ^ (-2 + e)) unitSquare ∧
      I e = 2 / e * ∫ t in (0:ℝ)..1, (1 + t) ^ (-2 + e) := by
  have hl := lower_sector he
  -- the upper sector is the lower one with x and y exchanged
  have hs : IntegrableOn (fun p : ℝ × ℝ => (p.2 + p.1) ^ (-2 + e)) lowerSector ∧
      ∫ p in lowerSector, (p.2 + p.1) ^ (-2 + e) =
        1 / e * ∫ t in (0:ℝ)..1, (1 + t) ^ (-2 + e) := by
    simpa only [add_comm] using hl
  have hmp : MeasurePreserving (Prod.swap : ℝ × ℝ → ℝ × ℝ) volume volume :=
    Measure.measurePreserving_swap
  have hemb : MeasurableEmbedding (Prod.swap : ℝ × ℝ → ℝ × ℝ) :=
    MeasurableEquiv.prodComm.measurableEmbedding
  have hu1 : IntegrableOn (fun p : ℝ × ℝ => (p.1 + p.2) ^ (-2 + e)) upperSector :=
    (hmp.integrableOn_comp_preimage hemb).1 hs.1
  have hu2 := (hmp.setIntegral_preimage_emb hemb
    (fun p => (p.1 + p.2) ^ (-2 + e)) upperSector).symm.trans hs.2
  have hr := Measure.restrict_congr_set square_ae_eq_sectors
  have hdisj : Disjoint lowerSector upperSector :=
    Set.disjoint_left.2 fun p hp hq => lt_asymm hp.2.1 hq.2.1
  have hmeas : MeasurableSet upperSector := measurable_swap measurableSet_lowerSector
  constructor
  · unfold IntegrableOn
    rw [hr]
    exact hl.1.union hu1
  · unfold I
    rw [hr, setIntegral_union hdisj hmeas hl.1 hu1, hl.2, hu2]
    ring
```

For every $e>0$, the integrand is integrable over the square and

$$I(e)=\frac{J(e)}e+\frac{J(e)}e=\frac2e\int_0^1(1+t)^{-2+e}dt.$$

The second sector is the first with $x$ and $y$ exchanged. This exchange, `Prod.swap`, preserves area (`hmp`) and leaves $x+y$ unchanged, which gives integrability in `hu1` and the value in `hu2`. The sectors are disjoint, so `setIntegral_union` adds their integrals.

## The closed form and the finite part

```lean
/-- For `e > 0` and `e ≠ 1`, the regulated integral is `I(e) = (2 - 2^e) / (e (1 - e))`. -/
theorem I_closed_form {e : ℝ} (he : 0 < e) (he1 : e ≠ 1) :
    I e = (2 - 2 ^ e) / (e * (1 - e)) := by
  have h0 : (0:ℝ) ∉ uIcc (1:ℝ) 2 := by
    rw [uIcc_of_le one_le_two]
    intro h
    linarith [h.1]
  have hJ : ∫ t in (0:ℝ)..1, (1 + t) ^ (-2 + e) = (2 ^ e / 2 - 1) / (e - 1) := by
    have h := intervalIntegral.integral_comp_add_left (a := 0) (b := 1)
      (fun u : ℝ => u ^ (-2 + e)) 1
    rw [add_zero, one_add_one_eq_two] at h
    rw [h, integral_rpow (Or.inr ⟨fun h => he1 (by linarith), h0⟩),
      show -2 + e + 1 = e - 1 by ring, Real.one_rpow, Real.rpow_sub two_pos, Real.rpow_one]
  have h1 : e - 1 ≠ 0 := sub_ne_zero.2 he1
  have h2 : 1 - e ≠ 0 := sub_ne_zero.2 he1.symm
  rw [(I_eq_sector_form he).2, hJ, div_mul_div_comm, div_eq_div_iff
    (mul_ne_zero he.ne' h1) (mul_ne_zero he.ne' h2)]
  ring
```

With $u=1+t$ and $e\ne1$,

$$J(e)=\int_1^2u^{e-2}du=\frac{2^{e-1}-1}{e-1},$$

and multiplication by $2/e$ gives

$$I(e)=\frac{2-2^e}{e(1-e)}.$$

The shift and the power integral are in `hJ`; the rest is algebra. At $e=1$ the antiderivative is a logarithm instead, and the sector form gives $I(1)=2\ln2$.

```lean
/-- After subtraction of the pole `1/e`, the regulated integral tends to `1 - ln 2` as `e`
tends to zero from above. -/
theorem finite_part :
    Tendsto (fun e => I e - 1 / e) (𝓝[>] 0) (𝓝 (1 - Real.log 2)) := by
  -- the derivative of 2^e at e = 0 is ln 2
  have hd : HasDerivAt (fun e : ℝ => (2:ℝ) ^ e) (Real.log 2) 0 := by
    simpa using (Real.hasStrictDerivAt_const_rpow (a := 2) two_pos 0).hasDerivAt
  have hs := (hasDerivAt_iff_tendsto_slope_zero.1 hd).mono_left
    (nhdsWithin_mono (0:ℝ) (fun x (hx : x ∈ Ioi (0:ℝ)) => (mem_Ioi.1 hx).ne'))
  have hlin : Tendsto (fun e : ℝ => 1 - e) (𝓝[>] 0) (𝓝 1) := by
    have h : Tendsto (fun e : ℝ => 1 - e) (𝓝 0) (𝓝 (1 - 0)) :=
      (continuous_const.sub continuous_id).tendsto 0
    rw [sub_zero] at h
    exact h.mono_left nhdsWithin_le_nhds
  have h : Tendsto (fun e : ℝ => (1 - e⁻¹ • ((2:ℝ) ^ (0 + e) - (2:ℝ) ^ (0:ℝ))) / (1 - e))
      (𝓝[>] 0) (𝓝 ((1 - Real.log 2) / 1)) :=
    (tendsto_const_nhds.sub hs).div hlin one_ne_zero
  rw [div_one] at h
  refine h.congr' ?_
  filter_upwards [Ioo_mem_nhdsGT (zero_lt_one' ℝ)] with e he
  have h0 : e ≠ 0 := he.1.ne'
  have h1 : 1 - e ≠ 0 := (sub_pos.2 he.2).ne'
  rw [I_closed_form he.1 he.2.ne, zero_add, Real.rpow_zero, smul_eq_mul]
  field_simp
  ring

end

end SectorDecomposition
```

`Tendsto` expresses a limit, and `𝓝[>] 0` says that $e$ approaches zero through positive values. For $0<e<1$, subtracting the pole from the closed form gives

$$I(e)-\frac1e=\frac{1+e-2^e}{e(1-e)}=\frac{1-\dfrac{2^e-1}{e}}{1-e}.$$

The quotient $(2^e-1)/e$ tends to the derivative of $2^e$ at zero, which is $\ln2$, and the denominator tends to $1$. Hence the limit is $1-\ln2$. In the proof, `hd` is the derivative, `hs` the limit of the quotient, and `hlin` the limit of the denominator. The last lines identify the two sides of the displayed formula for $0<e<1$, which is enough for a limit at $0^+$.

A derivation can lose this constant by setting $e=0$ in $J(e)$ too early. Since $J(0)=1/2$, that gives only the pole $1/e$. The next term of the expansion is needed,

$$J(e)=\frac12+\frac{1-\ln2}{2}\,e+O(e^2),$$

because the prefactor $2/e$ turns its linear part into the finite part $1-\ln2$.

```lean
#print axioms SectorDecomposition.square_ae_eq_sectors
#print axioms SectorDecomposition.finite_part
```

```
'SectorDecomposition.square_ae_eq_sectors' depends on axioms: [propext, Classical.choice, Quot.sound]
'SectorDecomposition.finite_part' depends on axioms: [propext, Classical.choice, Quot.sound]
```
